# For three commuting angular momenta, (J₁+J₂)² and (J₂+J₃)² have commutator −4i J₁·(J₂×J₃)

## If both pair couplings are rotational scalars, why can't I use both as labels?

Set ħ = 1, let J₁, J₂, J₃ be angular momenta of three different particles, and write J = J₁+J₂+J₃ and Cab = (Ja+Jb)², where Ja is the angular momentum of particle a. I can label states by J², one component of J and C₁₂, or by J², the same component and C₂₃. Both C₁₂ and C₂₃ are unchanged by rotations of the whole system, and operators of different particles commute. So where does the conflict between the two labels come from? And is the pair (C₁₂, C₂₃) any worse than the other two pairs?

## The conflict comes from the particle that both pairs share

Components are numbered 0, 1, 2 for x, y, z, and K(a) is component a of K. An angular momentum K satisfies

[K(0), K(1)] = i K(2), [K(1), K(2)] = i K(0), [K(2), K(0)] = i K(1).

Products keep their written order: J·K = J(0)K(0) + J(1)K(1) + J(2)K(2), and K² = K·K. Below, J, K, L are three mutually commuting vector operators, with K the shared one; the total is written out as a sum.

### The sum of the three couplings

In C₁₂ + C₂₃ + C₃₁ each single square occurs twice, and each ordered product Ja·Jb with a ≠ b occurs once. In (J₁+J₂+J₃)² every one of these terms occurs once. Therefore

C₁₂ + C₂₃ + C₃₁ = (J₁+J₂+J₃)² + J₁² + J₂² + J₃².

No commutation relation has been used.

### Invariance under total rotations

Let J and K be angular momenta and S = J+K. The cross commutators vanish, so [S(0), S(1)] = iJ(2) + iK(2) = iS(2), and likewise cyclically. Then

[S(1)², S(0)] = −i (S(1)S(2) + S(2)S(1)),
[S(2)², S(0)] = +i (S(2)S(1) + S(1)S(2)),

and [S(0)², S(0)] = 0. The sum is zero, so S² commutes with S(0), and cyclically with S(1) and S(2). Each L(a) commutes with all of S. Hence every component of J+K+L commutes with (J+K)².

### The commutator of two couplings

Only the components of K fail to commute in

[J·K, K·L] = Σ_a Σ_b J(a) [K(a), K(b)] L(b).

The terms with a = b vanish. The other six give

i { J(0)K(2)L(1) − J(0)K(1)L(2) + J(1)K(0)L(2) − J(1)K(2)L(0) + J(2)K(1)L(0) − J(2)K(0)L(1) }
= −i J·(K×L).

Next expand the squares:

(J+K)² = J² + K² + 2 J·K,
(K+L)² = K² + L² + 2 K·L.

J² and L² commute with everything in the other line, because their particle is absent from it. K² commutes with every K(a), hence with both scalar products. What remains is

[(J+K)², (K+L)²] = 4 [J·K, K·L] = −4i J·(K×L).

Relabelling gives [C₂₃, C₃₁] = −4i J₂·(J₃×J₁). Components of different particles commute, so J₁ can be moved to the front, and this triple product equals J₁·(J₂×J₃). The third commutator works the same way:

[C₁₂, C₂₃] = [C₂₃, C₃₁] = [C₃₁, C₁₂] = −4i J₁·(J₂×J₃).

So no pair of couplings is worse than another.

### Three spins one-half

Take total spin 1/2 with a fixed component of the total. Two states remain: spins 1 and 2 form a singlet in the first and a triplet in the second, so C₁₂ = diag(0, 2). The sum rule gives C₁₂ + C₂₃ + C₃₁ = 3/4 + 9/4 = 3. Exchanging spins 1 and 2 only changes the sign of the first state, so C₂₃ and C₃₁ have equal expectation values there, namely 3/2. C₂₃ also has eigenvalues 0 and 2, hence trace 2 and determinant 0. With a suitable choice of phase,

C₂₃ = [[3/2, √3/2], [√3/2, 1/2]],
[C₁₂, C₂₃] = [[0, −√3], [√3, 0]].

The triple product therefore has eigenvalues ±√3/4 on these states. The normalised state with C₂₃ = 0 is (1/2, −√3/2), whose entries are recoupling coefficients between the two schemes.

### Ordinary vectors break the formula

Let J, K, L be the constant unit vectors along axes 0, 1, 2. Their components are numbers, so they commute mutually and the left side is 0. The triple product is 1, so the right side is −4i. Mutual commutation alone is thus not enough. If the components of the shared K also commute with one another, the left side is always 0, so the formula then fails whenever the triple product is non-zero.

### What the Lean statements say

A vector operator is a function `Fin 3 → A` into a ring `A`, which is a complex algebra wherever i appears. `dot` is the ordered scalar product, without complex conjugation; `coupled J K` is (J+K)², and `triple J K L` is J·(K×L). `IsAngularMomentum` holds the three cyclic relations, `MutuallyCommute` says that all components of one operator commute with all components of the other, and `⁅ , ⁆` is the commutator.

- `coupled_sum` is the sum rule, for any three vector operators over any ring.
- `total_commute_coupled` is the invariance of (J+K)². L need not be an angular momentum here. If all three are angular momenta, relabelling gives the other two pairs.
- `coupled_commutator` requires the angular momentum relations only of the shared K.
- `recoupling_commutators` states the three equal commutators, with C₃₁ written as `coupled J₃ J₁`.
- `recoupling_witness` shows that three spins one-half satisfy the hypotheses and have a non-zero triple product.

The statements contain no Hilbert space, self-adjointness, spectrum or formula for recoupling coefficients. Orbital angular momenta are unbounded, so to apply the identities to them one must supply a common domain that all components map into itself.

For three localised spins with exchange terms J₁·J₂ and J₂·J₃, `dot_commutator` gives the commutator that enters the leading error when a time step is split into one factor per bond.

```lean
import Mathlib

open scoped Kronecker

namespace AngularMomentumRecoupling

variable {A : Type*} [Ring A]

/-- The scalar product of two vector operators, with the factors in the order written. -/
def dot (J K : Fin 3 → A) : A := J 0 * K 0 + J 1 * K 1 + J 2 * K 2

/-- The squared sum `(J + K)²` of two vector operators; for mutually commuting angular momenta it is
their pair Casimir. -/
def coupled (J K : Fin 3 → A) : A := dot (J + K) (J + K)

/-- The scalar triple product `J · (K × L)` of three vector operators. -/
def triple (J K L : Fin 3 → A) : A :=
  J 0 * (K 1 * L 2 - K 2 * L 1) + J 1 * (K 2 * L 0 - K 0 * L 2)
    + J 2 * (K 0 * L 1 - K 1 * L 0)

/-- Every component of `J` commutes with every component of `K`. -/
def MutuallyCommute (J K : Fin 3 → A) : Prop := ∀ a b, Commute (J a) (K b)

/-- The angular momentum commutation relations, in units where `ħ = 1`. -/
structure IsAngularMomentum [Algebra ℂ A] (J : Fin 3 → A) : Prop where
  xy : J 0 * J 1 - J 1 * J 0 = Complex.I • J 2
  yz : J 1 * J 2 - J 2 * J 1 = Complex.I • J 0
  zx : J 2 * J 0 - J 0 * J 2 = Complex.I • J 1

/-- The three squared pair sums of any three vector operators add up to the square of the total plus
the three single squares. -/
theorem coupled_sum (J₁ J₂ J₃ : Fin 3 → A) :
    coupled J₁ J₂ + coupled J₂ J₃ + coupled J₃ J₁ =
      dot (J₁ + J₂ + J₃) (J₁ + J₂ + J₃) + dot J₁ J₁ + dot J₂ J₂ + dot J₃ J₃ := by
  simp only [coupled, dot, Pi.add_apply]
  noncomm_ring

/-- An operator that commutes with all components of two vector operators commutes with
their scalar product. -/
theorem commute_dot {x : A} {J K : Fin 3 → A} (hJ : ∀ a, Commute x (J a))
    (hK : ∀ a, Commute x (K a)) : Commute x (dot J K) :=
  (((hJ 0).mul_right (hK 0)).add_right ((hJ 1).mul_right (hK 1))).add_right
    ((hJ 2).mul_right (hK 2))

variable [Algebra ℂ A] {J K L J₁ J₂ J₃ : Fin 3 → A}

/-- The square of an angular momentum commutes with each of its components. -/
theorem IsAngularMomentum.casimir (h : IsAngularMomentum J) (a : Fin 3) :
    Commute (dot J J) (J a) := by
  -- one component suffices, the others follow by cyclic relabelling
  have key : ∀ x y z : A, x * y - y * x = Complex.I • z → z * x - x * z = Complex.I • y →
      (x * x + y * y + z * z) * x = x * (x * x + y * y + z * z) := by
    intro x y z hz hy
    rw [← sub_eq_zero]
    calc _ = z * (z * x - x * z) + (z * x - x * z) * z
          - (y * (x * y - y * x) + (x * y - y * x) * y) := by noncomm_ring
      _ = 0 := by
        rw [hz, hy]
        simp only [mul_smul_comm, smul_mul_assoc]
        module
  have h0 : Commute (dot J J) (J 0) := key _ _ _ h.xy h.zx
  have h1 : Commute (dot J J) (J 1) := by
    rw [show dot J J = J 1 * J 1 + J 2 * J 2 + J 0 * J 0 by unfold dot; abel]
    exact key _ _ _ h.yz h.xy
  have h2 : Commute (dot J J) (J 2) := by
    rw [show dot J J = J 2 * J 2 + J 0 * J 0 + J 1 * J 1 by unfold dot; abel]
    exact key _ _ _ h.zx h.yz
  fin_cases a
  exacts [h0, h1, h2]

/-- The sum of two mutually commuting angular momenta is an angular momentum. -/
theorem IsAngularMomentum.add (hJ : IsAngularMomentum J) (hK : IsAngularMomentum K)
    (h : MutuallyCommute J K) : IsAngularMomentum (J + K) := by
  constructor
  · simp only [Pi.add_apply, smul_add, ← hJ.xy, ← hK.xy]
    linear_combination (norm := noncomm_ring) (h 0 1).eq - (h 1 0).eq
  · simp only [Pi.add_apply, smul_add, ← hJ.yz, ← hK.yz]
    linear_combination (norm := noncomm_ring) (h 1 2).eq - (h 2 1).eq
  · simp only [Pi.add_apply, smul_add, ← hJ.zx, ← hK.zx]
    linear_combination (norm := noncomm_ring) (h 2 0).eq - (h 0 2).eq

/-- Let `J`, `K`, `L` commute mutually, with `J` and `K` angular momenta. Every component
of the total `J + K + L` commutes with the pair Casimir `(J + K)²`. -/
theorem total_commute_coupled (hJ : IsAngularMomentum J) (hK : IsAngularMomentum K)
    (hJK : MutuallyCommute J K) (hKL : MutuallyCommute K L) (hJL : MutuallyCommute J L)
    (a : Fin 3) : Commute ((J + K + L) a) (coupled J K) := by
  have hL : ∀ b, Commute (L a) ((J + K) b) := fun b =>
    (hJL b a).symm.add_right (hKL b a).symm
  exact ((hJ.add hK hJK).casimir a).symm.add_left (commute_dot hL hL)

/-- For mutually commuting `J`, `K`, `L` with `K` an angular momentum,
`[J·K, K·L] = -i J·(K × L)`. -/
theorem dot_commutator (hK : IsAngularMomentum K) (hJK : MutuallyCommute J K)
    (hKL : MutuallyCommute K L) (hJL : MutuallyCommute J L) :
    ⁅dot J K, dot K L⁆ = -(Complex.I • triple J K L) := by
  -- only the commutators of the shared angular momentum survive
  have key : ∀ a b, J a * K a * (K b * L b) - K b * L b * (J a * K a) =
      J a * (K a * K b - K b * K a) * L b := by
    intro a b
    linear_combination (norm := noncomm_ring) K b * (hJL a b).eq * K a
      + (hJK a b).eq * (L b * K a) + J a * K b * (hKL a b).eq
  have e : dot J K * dot K L - dot K L * dot J K =
      ∑ a, ∑ b, J a * (K a * K b - K b * K a) * L b := by
    simp only [← key, Fin.sum_univ_three, dot]
    noncomm_ring
  have yx : K 1 * K 0 - K 0 * K 1 = -(Complex.I • K 2) := by rw [← hK.xy, neg_sub]
  have zy : K 2 * K 1 - K 1 * K 2 = -(Complex.I • K 0) := by rw [← hK.yz, neg_sub]
  have xz : K 0 * K 2 - K 2 * K 0 = -(Complex.I • K 1) := by rw [← hK.zx, neg_sub]
  rw [Ring.lie_def, e]
  simp only [Fin.sum_univ_three, sub_self, hK.xy, hK.yz, hK.zx, yx, zy, xz]
  simp only [triple, mul_zero, zero_mul, mul_neg, neg_mul, mul_smul_comm, smul_mul_assoc,
    mul_sub, mul_assoc]
  module

/-- For mutually commuting `J`, `K`, `L` with `K` an angular momentum,
`[(J+K)², (K+L)²] = -4i J·(K × L)`. -/
theorem coupled_commutator (hK : IsAngularMomentum K) (hJK : MutuallyCommute J K)
    (hKL : MutuallyCommute K L) (hJL : MutuallyCommute J L) :
    ⁅coupled J K, coupled K L⁆ = (-(4 * Complex.I)) • triple J K L := by
  have ex : ∀ P Q : Fin 3 → A, MutuallyCommute P Q →
      coupled P Q = dot P P + dot Q Q + (dot P Q + dot P Q) := by
    intro P Q h
    simp only [coupled, dot, Pi.add_apply]
    linear_combination (norm := noncomm_ring) -(h 0 0).eq - (h 1 1).eq - (h 2 2).eq
  -- a single square commutes with the components of any operator that commutes mutually with its own
  have s : ∀ P Q : Fin 3 → A, MutuallyCommute P Q → ∀ a, Commute (dot P P) (Q a) :=
    fun P Q h a => (commute_dot (fun b => (h b a).symm) (fun b => (h b a).symm)).symm
  have sJK := s J K hJK
  have sJL := s J L hJL
  have sKL := s K L hKL
  have sKJ := s K J fun a b => (hJK b a).symm
  have sLJ := s L J fun a b => (hJL b a).symm
  have sLK := s L K fun a b => (hKL b a).symm
  have hd := dot_commutator hK hJK hKL hJL
  rw [Ring.lie_def] at hd
  rw [Ring.lie_def, ex J K hJK, ex K L hKL]
  calc _ = (dot J K * dot K L - dot K L * dot J K) + (dot J K * dot K L - dot K L * dot J K)
        + (dot J K * dot K L - dot K L * dot J K)
        + (dot J K * dot K L - dot K L * dot J K) := by
        linear_combination (norm := noncomm_ring)
          (commute_dot sJK sJK).eq + (commute_dot sJL sJL).eq + 2 * (commute_dot sJK sJL).eq
          + (commute_dot sKL sKL).eq + 2 * (commute_dot hK.casimir sKL).eq
          - 2 * (commute_dot sKJ hK.casimir).eq - 2 * (commute_dot sLJ sLK).eq
    _ = _ := by
        rw [hd]
        module

/-- For three mutually commuting angular momenta, the commutators of the pair Casimirs
taken in cyclic order all equal `-4i J₁·(J₂ × J₃)`. -/
theorem recoupling_commutators (h₁ : IsAngularMomentum J₁) (h₂ : IsAngularMomentum J₂)
    (h₃ : IsAngularMomentum J₃) (h₁₂ : MutuallyCommute J₁ J₂)
    (h₂₃ : MutuallyCommute J₂ J₃) (h₃₁ : MutuallyCommute J₃ J₁) :
    ⁅coupled J₁ J₂, coupled J₂ J₃⁆ = (-(4 * Complex.I)) • triple J₁ J₂ J₃ ∧
    ⁅coupled J₂ J₃, coupled J₃ J₁⁆ = (-(4 * Complex.I)) • triple J₁ J₂ J₃ ∧
    ⁅coupled J₃ J₁, coupled J₁ J₂⁆ = (-(4 * Complex.I)) • triple J₁ J₂ J₃ := by
  have h₂₁ : MutuallyCommute J₂ J₁ := fun a b => (h₁₂ b a).symm
  have h₁₃ : MutuallyCommute J₁ J₃ := fun a b => (h₃₁ b a).symm
  have h₃₂ : MutuallyCommute J₃ J₂ := fun a b => (h₂₃ b a).symm
  -- the triple product is invariant under cyclic relabelling
  have cyc : ∀ P Q R : Fin 3 → A, MutuallyCommute P Q → MutuallyCommute P R →
      triple Q R P = triple P Q R := by
    intro P Q R hPQ hPR
    have key : ∀ a b c, Q a * (R b * P c) = P c * (Q a * R b) := by
      intro a b c
      rw [← (hPR c b).eq, ← mul_assoc, ← (hPQ c a).eq, mul_assoc]
    simp only [triple, mul_sub, key]
    abel
  refine ⟨coupled_commutator h₂ h₁₂ h₂₃ h₁₃, ?_, ?_⟩
  · rw [← cyc J₁ J₂ J₃ h₁₂ h₁₃]
    exact coupled_commutator h₃ h₂₃ h₃₁ h₂₁
  · rw [← cyc J₁ J₂ J₃ h₁₂ h₁₃, ← cyc J₂ J₃ J₁ h₂₃ h₂₁]
    exact coupled_commutator h₁ h₃₁ h₁₂ h₃₂

/-- The spin one-half matrices, half the Pauli matrices. -/
noncomputable def spin : Fin 3 → Matrix (Fin 2) (Fin 2) ℂ :=
  ![!![0, 1 / 2; 1 / 2, 0], !![0, -Complex.I / 2; Complex.I / 2, 0], !![1 / 2, 0; 0, -1 / 2]]

/-- Operators on the state space of three spins one-half. -/
abbrev ThreeSpin := Matrix (Fin 2 × Fin 2 × Fin 2) (Fin 2 × Fin 2 × Fin 2) ℂ

/-- The spin of the first particle. -/
noncomputable def spin₁ (a : Fin 3) : ThreeSpin := spin a ⊗ₖ (1 ⊗ₖ 1)

/-- The spin of the second particle. -/
noncomputable def spin₂ (a : Fin 3) : ThreeSpin := 1 ⊗ₖ (spin a ⊗ₖ 1)

/-- The spin of the third particle. -/
noncomputable def spin₃ (a : Fin 3) : ThreeSpin := 1 ⊗ₖ (1 ⊗ₖ spin a)

/-- The spins of three spin one-half particles are mutually commuting angular momenta,
and their triple product is not zero. -/
theorem recoupling_witness :
    (IsAngularMomentum spin₁ ∧ IsAngularMomentum spin₂ ∧ IsAngularMomentum spin₃) ∧
    (MutuallyCommute spin₁ spin₂ ∧ MutuallyCommute spin₂ spin₃ ∧
      MutuallyCommute spin₃ spin₁) ∧ triple spin₁ spin₂ spin₃ ≠ 0 := by
  have hs : IsAngularMomentum spin := by
    constructor <;> ext i j <;> fin_cases i <;> fin_cases j <;>
      simp [spin] <;> ring_nf <;>
      norm_num [Complex.I_sq]
  have xy := sub_eq_iff_eq_add.mp hs.xy
  have yz := sub_eq_iff_eq_add.mp hs.yz
  have zx := sub_eq_iff_eq_add.mp hs.zx
  refine ⟨?_, ?_, fun h => ?_⟩
  · -- a commutator on one factor carries over to the product space
    refine ⟨?_, ?_, ?_⟩ <;> constructor <;>
      simp only [spin₁, spin₂, spin₃, ← Matrix.mul_kronecker_mul, mul_one, xy, yz, zx,
        Matrix.add_kronecker, Matrix.kronecker_add, Matrix.smul_kronecker,
        Matrix.kronecker_smul, add_sub_cancel_right]
  · refine ⟨?_, ?_, ?_⟩ <;> intro a b <;>
      simp only [Commute, SemiconjBy, spin₁, spin₂, spin₃, ← Matrix.mul_kronecker_mul,
        mul_one, one_mul]
  · -- one matrix element, exchanging the second and third spins, is enough
    have e : triple spin₁ spin₂ spin₃ (0, 0, 1) (0, 1, 0) = Complex.I / 4 := by
      simp only [triple, spin₁, spin₂, spin₃, mul_sub, ← Matrix.mul_kronecker_mul,
        mul_one, one_mul]
      simp [Matrix.kroneckerMap_apply, spin]
      ring
    rw [h] at e
    have ne : Complex.I / (4 : ℂ) ≠ 0 := div_ne_zero Complex.I_ne_zero (by norm_num)
    exact ne e.symm

end AngularMomentumRecoupling
```

```lean
#print axioms AngularMomentumRecoupling.coupled_sum
#print axioms AngularMomentumRecoupling.total_commute_coupled
#print axioms AngularMomentumRecoupling.recoupling_commutators
```

```
'AngularMomentumRecoupling.coupled_sum' depends on axioms: [propext]
'AngularMomentumRecoupling.total_commute_coupled' depends on axioms: [propext, Classical.choice, Quot.sound]
'AngularMomentumRecoupling.recoupling_commutators' depends on axioms: [propext, Classical.choice, Quot.sound]
```

### From the algebra to the Lean proof

`coupled_sum` unfolds the definitions and lets `noncomm_ring` compare the ordered products.

`IsAngularMomentum.casimir` proves the cancellation once, for general x, y, z, and uses it three times with the components cycled. `IsAngularMomentum.add` removes the cross commutators of J+K. `commute_dot` says that whatever commutes with two vector operators commutes with their scalar product. `total_commute_coupled` combines these three.

In `dot_commutator`, `key` is the step in which only [K(a), K(b)] survives. The call to `linear_combination` lists the exchanges of neighbouring factors that it needs. The double sum is then written out, the angular momentum relations are inserted, and `module` collects the six terms.

In `coupled_commutator`, `ex` expands a square and `s` states that a single square commutes with the components of another particle. The `calc` block removes all commutators containing a single square and leaves four copies of [J·K, K·L], the source of the factor 4.

`recoupling_commutators` applies this result three times, and `cyc` identifies the cycled triple products.

For the witness, the spin relations are checked entry by entry on 2×2 matrices and carried to the product space by the multiplication rule for Kronecker products. The triple product is non-zero because its matrix element between ↑↑↓ and ↑↓↑ is i/4.
